# Atomic purity in the Jaynes–Cummings model for two branches with orthonormal field states

After the Rabi oscillations of a two-level atom in a strong, resonant coherent cavity field have collapsed, the inversion stays near zero until they revive. That does not make the atom mixed: populations of one half fit a pure superposition as well as a mixture. The purity tells them apart, and halfway to the revival it is close to one.

Let $|e\rangle$ and $|g\rangle$ be the excited and ground levels. In the form due to Gea-Banacloche, the joint state is $\alpha\,\psi_+\otimes f_+ + \beta\,\psi_-\otimes f_-$, with atomic states $\psi_\pm=(e^{\mp i\varphi}|e\rangle\pm|g\rangle)/\sqrt2$, field states $f_\pm$ and amplitudes $\alpha,\beta$. For orthonormal $f_\pm$ and $|\alpha|^2+|\beta|^2=1$, the atomic purity is $1-2|\alpha|^2|\beta|^2\cos^2\varphi$.

That resonant Jaynes–Cummings dynamics leads to this form is assumed here. Take the interaction $\hbar\lambda(a\,|e\rangle\langle g|+a^\dagger|g\rangle\langle e|)$ in the interaction picture, and a field that starts in a coherent state of real amplitude $\sqrt{\bar n}$. For a large mean photon number $\bar n$ and times with $\lambda t\ll\bar n$, the form then holds approximately, with $\varphi=\lambda t/(2\sqrt{\bar n})$. Between the collapse and the first revival, $f_\pm$ are also nearly orthogonal. The revival comes at $\varphi=\pi$, so the half revival is $\varphi=\pi/2$.

## Atom, field and joint state

```lean
import Mathlib

open Matrix

namespace JaynesCummingsHalfRevival

noncomputable section

variable {F : Type*} [NormedAddCommGroup F] [InnerProductSpace ℂ F]
```

`F` is the space of field states. Any complex inner product space will do, including infinite-dimensional Fock space.

```lean
/-- The atomic state `ψ₊ = (exp(-iφ) e + g)/√2`; index 0 is the excited level `e`,
index 1 the ground level `g`. -/
def psiPlus (φ : ℝ) : Fin 2 → ℂ :=
  (((Real.sqrt 2)⁻¹ : ℝ) : ℂ) • ![Complex.exp (-(φ * Complex.I)), 1]
```

This is $\psi_+$, a pair of amplitudes. Lean counts from 0, so index 0 is $e$ and index 1 is $g$.

```lean
/-- The atomic state `ψ₋ = (exp(iφ) e - g)/√2`. -/
def psiMinus (φ : ℝ) : Fin 2 → ℂ :=
  (((Real.sqrt 2)⁻¹ : ℝ) : ℂ) • ![Complex.exp (φ * Complex.I), -1]
```

This is $\psi_-$, with the opposite phase and a minus sign on $g$.

```lean
/-- The product state `ψ ⊗ f` of atom and field, written as the field vector that
accompanies each atomic level. -/
def product (ψ : Fin 2 → ℂ) (f : F) : Fin 2 → F := fun a => ψ a • f
```

A joint state is stored as two field vectors, one for each atomic level. For a product state they are $\psi_a f$, with $a=0,1$.

```lean
/-- The joint state `α ψ₊ ⊗ f₊ + β ψ₋ ⊗ f₋` of atom and field. -/
def jointState (α β : ℂ) (φ : ℝ) (fp fm : F) : Fin 2 → F :=
  α • product (psiPlus φ) fp + β • product (psiMinus φ) fm
```

The joint state therefore has components $\Psi_a=\alpha\,\psi_{+,a}f_+ +\beta\,\psi_{-,a}f_-$.

```lean
/-- The reduced density matrix of the atom: the field is traced out, which leaves the
overlaps of the field vectors that accompany the two levels. -/
def reducedAtom (Ψ : Fin 2 → F) : Matrix (Fin 2) (Fin 2) ℂ :=
  Matrix.of fun a b => inner ℂ (Ψ b) (Ψ a)
```

Tracing out the field gives $\rho_{ab}=\langle\Psi_b,\Psi_a\rangle$, where the inner product is conjugate-linear in its first slot.

In a numerical calculation with Fock amplitudes $c_{e,n}$ and $c_{g,n}$, this step reads $\rho_{eg}=\sum_n c_{e,n}c_{g,n}^*$, and likewise for the other entries. The purity is then $\rho_{ee}^2+\rho_{gg}^2+2|\rho_{eg}|^2$.

```lean
/-- The operator `|ψ⟩⟨ψ|` of an atomic state. -/
def proj (ψ : Fin 2 → ℂ) : Matrix (Fin 2) (Fin 2) ℂ := vecMulVec ψ (star ψ)
```

This is $|\psi\rangle\langle\psi|$, with entries $\psi_a\psi_b^*$.

```lean
/-- The purity `Tr ρ²`. -/
def purity (ρ : Matrix (Fin 2) (Fin 2) ℂ) : ℂ := (ρ * ρ).trace
```

The purity $\mathrm{Tr}\,\rho^2$ is typed as a complex number.

## From the two projectors to the purity

```lean
/-- A prefactor `1/√2` in an atomic state becomes a factor `1/2` in `|ψ⟩⟨ψ|`. -/
theorem proj_inv_sqrt_two (v : Fin 2 → ℂ) :
    proj ((((Real.sqrt 2)⁻¹ : ℝ) : ℂ) • v) = (1 / 2 : ℂ) • proj v := by
  have h : (((Real.sqrt 2)⁻¹ : ℝ) : ℂ) * (((Real.sqrt 2)⁻¹ : ℝ) : ℂ) = 1 / 2 := by
    rw [← Complex.ofReal_mul, ← mul_inv, Real.mul_self_sqrt (by norm_num)]
    norm_num
  ext i j
  simp only [proj, vecMulVec_apply, Pi.star_apply, Pi.smul_apply, Matrix.smul_apply,
    smul_eq_mul, RCLike.star_def, map_mul, Complex.conj_ofReal]
  linear_combination (v i * starRingEnd ℂ (v j)) * h
```

The prefactor is real and enters twice: $(1/\sqrt2)^2=1/2$.

```lean
/-- The density matrices of `ψ₊` and `ψ₋`: both levels have population `1/2`, and the
phase `φ` sits in the coherences. -/
theorem proj_atomic_states (φ : ℝ) :
    proj (psiPlus φ) = !![1 / 2, Complex.exp (-(φ * Complex.I)) / 2;
      Complex.exp (φ * Complex.I) / 2, 1 / 2] ∧
    proj (psiMinus φ) = !![1 / 2, -Complex.exp (φ * Complex.I) / 2;
      -Complex.exp (-(φ * Complex.I)) / 2, 1 / 2] := by
  constructor
  · rw [psiPlus, proj_inv_sqrt_two]
    ext i j
    simp only [proj, Matrix.smul_apply, vecMulVec_apply, Pi.star_apply, smul_eq_mul,
      RCLike.star_def]
    fin_cases i <;> fin_cases j <;>
      simp [← Complex.exp_conj, ← Complex.exp_add] <;> ring
  · rw [psiMinus, proj_inv_sqrt_two]
    ext i j
    simp only [proj, Matrix.smul_apply, vecMulVec_apply, Pi.star_apply, smul_eq_mul,
      RCLike.star_def]
    fin_cases i <;> fin_cases j <;>
      simp [← Complex.exp_conj, ← Complex.exp_add] <;> ring
```

Write $P_\pm=|\psi_\pm\rangle\langle\psi_\pm|$. Multiplying out the amplitudes gives
$$P_+=\tfrac12\begin{pmatrix}1&e^{-i\varphi}\\e^{i\varphi}&1\end{pmatrix},\qquad P_-=\tfrac12\begin{pmatrix}1&-e^{i\varphi}\\-e^{-i\varphi}&1\end{pmatrix}.$$
`fin_cases` splits each claim into its four entries.

```lean
/-- For orthonormal field vectors the atom is in the mixture of `ψ₊` and `ψ₋` with
weights `|α|²` and `|β|²`. -/
theorem reducedAtom_eq_mixture (α β : ℂ) (φ : ℝ) {fp fm : F}
    (hp : ‖fp‖ = 1) (hm : ‖fm‖ = 1) (h0 : inner ℂ fp fm = 0) :
    reducedAtom (jointState α β φ fp fm) =
      ((‖α‖ : ℂ) ^ 2) • proj (psiPlus φ) + ((‖β‖ : ℂ) ^ 2) • proj (psiMinus φ) := by
  have h0' : inner ℂ fm fp = 0 := inner_eq_zero_symm.mp h0
  have hpp : inner ℂ fp fp = (1 : ℂ) := by
    rw [inner_self_eq_norm_sq_to_K, hp]; simp
  have hmm : inner ℂ fm fm = (1 : ℂ) := by
    rw [inner_self_eq_norm_sq_to_K, hm]; simp
  have ha := Complex.conj_mul' α
  have hb := Complex.conj_mul' β
  ext a b
  -- the cross terms vanish with the overlap of the field vectors
  simp only [reducedAtom, jointState, product, proj, Matrix.of_apply, Pi.add_apply,
    Pi.smul_apply, inner_add_left, inner_add_right, inner_smul_left, inner_smul_right,
    h0, h0', hpp, hmm, Matrix.add_apply, Matrix.smul_apply, vecMulVec_apply,
    Pi.star_apply, smul_eq_mul, RCLike.star_def]
  linear_combination (psiPlus φ a * starRingEnd ℂ (psiPlus φ b)) * ha +
    (psiMinus φ a * starRingEnd ℂ (psiMinus φ b)) * hb
```

The hypotheses `hp`, `hm` and `h0` say that $f_\pm$ are orthonormal. Expanding $\langle\Psi_b,\Psi_a\rangle$ gives four terms. The two cross terms contain $\langle f_+,f_-\rangle$ or its conjugate and vanish, leaving
$$\rho=|\alpha|^2P_+ +|\beta|^2P_-.$$
`simp only` performs the expansion; `linear_combination` then uses $\alpha^*\alpha=|\alpha|^2$ and the same for $\beta$.

```lean
/-- For orthonormal field vectors and `|α|² + |β|² = 1`, the purity of the atom is
`1 - 2 |α|² |β|² cos² φ`. -/
theorem purity_reducedAtom {α β : ℂ} (φ : ℝ) {fp fm : F}
    (hp : ‖fp‖ = 1) (hm : ‖fm‖ = 1) (h0 : inner ℂ fp fm = 0)
    (hn : ‖α‖ ^ 2 + ‖β‖ ^ 2 = 1) :
    purity (reducedAtom (jointState α β φ fp fm)) =
      ((1 - 2 * ‖α‖ ^ 2 * ‖β‖ ^ 2 * Real.cos φ ^ 2 : ℝ) : ℂ) := by
  have hs : (‖α‖ : ℂ) ^ 2 + (‖β‖ : ℂ) ^ 2 = 1 := by exact_mod_cast hn
  have hE : Complex.exp (φ * Complex.I) * Complex.exp (-(φ * Complex.I)) = 1 := by
    rw [← Complex.exp_add, add_neg_cancel, Complex.exp_zero]
  have hc : Complex.cos (φ : ℂ) =
      (Complex.exp (φ * Complex.I) + Complex.exp (-(φ * Complex.I))) / 2 := by
    rw [Complex.cos, neg_mul]
  rw [reducedAtom_eq_mixture α β φ hp hm h0, (proj_atomic_states φ).1,
    (proj_atomic_states φ).2]
  push_cast
  rw [hc]
  -- what remains is algebra in the two phase factors
  generalize Complex.exp (-(φ * Complex.I)) = E' at *
  generalize Complex.exp (φ * Complex.I) = E at *
  simp only [purity, Matrix.trace_fin_two, Matrix.mul_apply, Fin.sum_univ_two]
  simp
  linear_combination (((‖α‖ : ℂ) ^ 2 + (‖β‖ : ℂ) ^ 2) ^ 2 / 2) * hE +
    ((‖α‖ : ℂ) ^ 2 + (‖β‖ : ℂ) ^ 2 + 1) * hs
```

Set $p=|\alpha|^2$, $q=|\beta|^2$ and $E=e^{i\varphi}$. Both populations are $(p+q)/2$, and the coherences are $(pE^{-1}-qE)/2$ and $(pE-qE^{-1})/2$. Hence
$$\mathrm{Tr}\,\rho^2=\tfrac12\left[(p+q)^2+p^2+q^2-pq\,(E^2+E^{-2})\right].$$
Since $E+E^{-1}=2\cos\varphi$, we have $E^2+E^{-2}=4\cos^2\varphi-2$, so
$$\mathrm{Tr}\,\rho^2=(p+q)^2-2pq\cos^2\varphi=1-2pq\cos^2\varphi.$$
Lean replaces the two exponentials by letters with `generalize`, and closes the algebra with `hE` (their product is 1) and `hs` ($p+q=1$).

```lean
/-- For orthonormal field vectors and `|α|² + |β|² = 1`, the atom has purity one exactly
when one of the two branches is absent or `cos φ = 0`. -/
theorem purity_eq_one_iff {α β : ℂ} (φ : ℝ) {fp fm : F}
    (hp : ‖fp‖ = 1) (hm : ‖fm‖ = 1) (h0 : inner ℂ fp fm = 0)
    (hn : ‖α‖ ^ 2 + ‖β‖ ^ 2 = 1) :
    purity (reducedAtom (jointState α β φ fp fm)) = 1 ↔
      α = 0 ∨ β = 0 ∨ Real.cos φ = 0 := by
  rw [purity_reducedAtom φ hp hm h0 hn, Complex.ofReal_eq_one]
  constructor
  · intro h
    have h' : ‖α‖ ^ 2 * ‖β‖ ^ 2 * Real.cos φ ^ 2 = 0 := by linarith
    simpa [or_assoc] using h'
  · rintro (h | h | h) <;> simp [h]
```

The purity is 1 exactly when $|\alpha|^2|\beta|^2\cos^2\varphi=0$, that is, when one factor vanishes. Because the joint state is pure, these are also the cases without atom–field entanglement in this two-branch model.

## The atom at half revival

```lean
/-- At `φ = π/2` the two atomic states agree up to sign. -/
theorem psiMinus_half_revival : psiMinus (Real.pi / 2) = -psiPlus (Real.pi / 2) := by
  have h : Complex.exp (((Real.pi / 2 : ℝ) : ℂ) * Complex.I) = Complex.I := by
    rw [Complex.exp_mul_I, ← Complex.ofReal_cos, ← Complex.ofReal_sin,
      Real.cos_pi_div_two, Real.sin_pi_div_two]
    simp
  rw [psiMinus, psiPlus, Complex.exp_neg, h, Complex.inv_I, ← smul_neg]
  congr 1
  ext i
  fin_cases i <;> simp
```

At $\varphi=\pi/2$, $e^{i\varphi}=i$. Then $\psi_+=(-i,1)/\sqrt2$ and $\psi_-=(i,-1)/\sqrt2=-\psi_+$.

```lean
/-- At `φ = π/2` atom and field factorise: the atom is in `ψ₊` and the field in the
superposition `α f₊ - β f₋`. -/
theorem jointState_half_revival (α β : ℂ) (fp fm : F) :
    jointState α β (Real.pi / 2) fp fm =
      product (psiPlus (Real.pi / 2)) (α • fp - β • fm) := by
  funext a
  simp only [jointState, product, psiMinus_half_revival, Pi.add_apply, Pi.smul_apply,
    Pi.neg_apply]
  module
```

Substituting $\psi_-=-\psi_+$ gives $\psi_+\otimes(\alpha f_+-\beta f_-)$. This factorisation needs neither orthonormality nor normalisation. The amplitudes now sit entirely in the field.

```lean
/-- At `φ = π/2`, for orthonormal field vectors, the atom is in the pure state `ψ₊`
whatever the amplitudes `α`, `β` with `|α|² + |β|² = 1`. -/
theorem reducedAtom_half_revival {α β : ℂ} {fp fm : F}
    (hp : ‖fp‖ = 1) (hm : ‖fm‖ = 1) (h0 : inner ℂ fp fm = 0)
    (hn : ‖α‖ ^ 2 + ‖β‖ ^ 2 = 1) :
    reducedAtom (jointState α β (Real.pi / 2) fp fm) = proj (psiPlus (Real.pi / 2)) := by
  have hs : (‖α‖ : ℂ) ^ 2 + (‖β‖ : ℂ) ^ 2 = 1 := by exact_mod_cast hn
  -- a global sign does not change the density matrix
  have hneg : ∀ v : Fin 2 → ℂ, proj (-v) = proj v := by
    intro v
    ext i j
    simp [proj, vecMulVec_apply]
  rw [reducedAtom_eq_mixture α β _ hp hm h0, psiMinus_half_revival, hneg, ← add_smul,
    hs, one_smul]
```

The sign drops out of the projector, so $P_-=P_+$ and $\rho=(|\alpha|^2+|\beta|^2)P_+=P_+$. The atomic state itself, and not only its purity, is the same for all normalised $\alpha,\beta$.

```lean
/-- Two orthonormal field vectors with amplitudes `3/5` and `4/5` meet the hypotheses,
and at `φ = 0` the atom has purity `337/625`. -/
theorem purity_witness :
    let fp : EuclideanSpace ℂ (Fin 2) := EuclideanSpace.single 0 1
    let fm : EuclideanSpace ℂ (Fin 2) := EuclideanSpace.single 1 1
    ‖fp‖ = 1 ∧ ‖fm‖ = 1 ∧ inner ℂ fp fm = 0 ∧
      ‖(3 / 5 : ℂ)‖ ^ 2 + ‖(4 / 5 : ℂ)‖ ^ 2 = 1 ∧
      purity (reducedAtom (jointState (3 / 5) (4 / 5) 0 fp fm)) = 337 / 625 := by
  intro fp fm
  have hp : ‖fp‖ = 1 := by simp [fp]
  have hm : ‖fm‖ = 1 := by simp [fm]
  have h0 : inner ℂ fp fm = 0 := by simp [fp, fm, EuclideanSpace.inner_single_left]
  have hn : ‖(3 / 5 : ℂ)‖ ^ 2 + ‖(4 / 5 : ℂ)‖ ^ 2 = 1 := by norm_num
  refine ⟨hp, hm, h0, hn, ?_⟩
  rw [purity_reducedAtom 0 hp hm h0 hn]
  norm_num

end

end JaynesCummingsHalfRevival
```

With field space $\mathbb C^2$, amplitudes $3/5$ and $4/5$, and $\varphi=0$, the purity is $1-2\cdot\frac{9}{25}\cdot\frac{16}{25}=\frac{337}{625}$. This is an algebraic example and not the dynamics at $t=0$, where $f_+$ and $f_-$ coincide.

```lean
#print axioms JaynesCummingsHalfRevival.purity_eq_one_iff
-- 'JaynesCummingsHalfRevival.purity_eq_one_iff' depends on axioms: [propext, Classical.choice, Quot.sound]
#print axioms JaynesCummingsHalfRevival.jointState_half_revival
-- 'JaynesCummingsHalfRevival.jointState_half_revival' depends on axioms: [propext, Classical.choice, Quot.sound]
#print axioms JaynesCummingsHalfRevival.reducedAtom_half_revival
-- 'JaynesCummingsHalfRevival.reducedAtom_half_revival' depends on axioms: [propext, Classical.choice, Quot.sound]
```
